# Orthogonal errors and the dimension bound for quantum codes

## Errors that leave separate traces

A quantum state is stored in a subspace of a larger Hilbert space, and one of several errors may strike it. To find out which error occurred without disturbing the stored state, we want each error to carry the code space into its own subspace, orthogonal to all the others. How many such errors can a space of given dimension accommodate?

Let the full space have dimension $d$, let $P$ be the projector onto the code space, and let $E_i$ be $m$ error operators with adjoints $E_i^*$. Assume

$$P E_i^* E_j P = c_i\,\delta_{ij}\,P,\qquad c_i>0 .$$

For $i\neq j$ this says that different errors send code states to orthogonal states. For $i=j$ it says that $\|E_i\psi\|^2=c_i$ for every normalised code state $\psi$, so the strength of the error reveals nothing about the stored state. If the $E_i$ are Kraus operators of a noise channel, $c_i$ is the probability of error $i$; for unitary errors $c_i=1$.

## The error projectors and their count

Define $Q_i = E_i P E_i^*/c_i$. Since $P$ is Hermitian and $c_i$ is real, $Q_i^*=Q_i$. Regrouping a product gives

$$Q_iQ_j=\frac{1}{c_ic_j}\,E_i\,(P E_i^*E_jP)\,E_j^* .$$

For $i\ne j$ the bracket vanishes. For $i=j$ it equals $c_iP$, so $Q_i^2=E_iPE_i^*/c_i=Q_i$. Cyclicity of the trace and $P^2=P$ give

$$c_i\operatorname{tr}P=\operatorname{tr}(PE_i^*E_iP)=\operatorname{tr}(PE_i^*E_i)=\operatorname{tr}(E_iPE_i^*)=c_i\operatorname{tr}Q_i ,$$

hence $\operatorname{tr}Q_i=\operatorname{tr}P$.

Now put $S=\sum_iQ_i$ and $R=1-S$. The cross terms in $S^2$ vanish, so $S^2=S=S^*$ and $R^*R=1-2S+S^2=R$. Taking the trace of $R=R^*R$, we find

$$d-m\operatorname{tr}P=\operatorname{tr}(R^*R)=\sum_{a,b}|R_{ba}|^2\ \ge 0 .$$

Therefore $m\operatorname{tr}P\le d$. Equality means that every entry of $R$ vanishes, that is, $\sum_iQ_i=1$.

## A one-dimensional code

If the code space is spanned by a single normalised vector $\psi$, then $P=|\psi\rangle\langle\psi|$ and the assumption says that the vectors $E_i\psi/\sqrt{c_i}$ are orthonormal. The bound becomes $m\le d$, the familiar limit on the size of an orthonormal set, and the equality condition is the completeness relation for a basis.

## Three qubits and one bit flip

Take $P$ to be the projector onto the span of $|000\rangle$ and $|111\rangle$. The errors are the identity and the three single bit flips, all with $c_i=1$. They carry the code labels to the pairs $\{000,111\}$, $\{100,011\}$, $\{010,101\}$ and $\{001,110\}$. These pairs are disjoint and exhaust the eight labels, so $4\cdot2=8$ and the bound is attained. Phase errors are not in this list.

## What the Lean statement fixes

In the file `n` is the type of basis labels, so $d$ is `Fintype.card n`; likewise `ι` labels the errors and $m$ is `Fintype.card ι`. The structure `OrthogonalErrors P E c` collects the hypotheses: `herm` and `idem` make $P$ a projector, `pos` makes the weights positive, and `same` and `diff` are the two cases of the Kronecker delta. The expression `errorProj P (E i) (c i)` is $Q_i$. The code dimension enters as `P.trace.re`; the trace of a Hermitian matrix is real, so taking the real part loses nothing.

All operators are finite square matrices, and the orthogonality of the errors is assumed. General error-correction conditions allow a Hermitian matrix $\alpha_{ij}$ in place of $c_i\delta_{ij}$, which includes degenerate codes, where distinct errors may act alike on the code space. The identifier `hamming_bound` alludes to the quantum Hamming bound for non-degenerate qubit codes, in which $m$ counts all Pauli errors on up to a given number of qubits. That count is not carried out here; $m$ is the length of whatever list of errors is given. For a nonzero code space with such orthogonal errors, the result limits how many errors a measurement of the projectors $Q_i$ can tell apart.

```lean
import Mathlib

open Matrix

namespace OrthogonalErrorSpaces

noncomputable section

variable {n ι : Type*} [Fintype n]

/-- A code projector `P` and errors `E i` with positive weights `c i` that satisfy the
error-correction conditions `P (E i)ᴴ (E j) P = c i δ_ij P`. -/
structure OrthogonalErrors (P : Matrix n n ℂ) (E : ι → Matrix n n ℂ) (c : ι → ℝ) : Prop where
  herm : P.IsHermitian
  idem : P * P = P
  pos : ∀ i, 0 < c i
  same : ∀ i, P * (E i)ᴴ * E i * P = (c i : ℂ) • P
  diff : ∀ i j, i ≠ j → P * (E i)ᴴ * E j * P = 0

/-- The operator `F P Fᴴ / w` attached to an error `F` of weight `w ≠ 0`. -/
def errorProj (P F : Matrix n n ℂ) (w : ℝ) : Matrix n n ℂ :=
  (w : ℂ)⁻¹ • (F * P * Fᴴ)

variable {P : Matrix n n ℂ} {E : ι → Matrix n n ℂ} {c : ι → ℝ}

/-- Each error operator `E i P (E i)ᴴ / c i` is a Hermitian idempotent. -/
theorem OrthogonalErrors.isProjector (h : OrthogonalErrors P E c) (i : ι) :
    (errorProj P (E i) (c i)).IsHermitian ∧
      errorProj P (E i) (c i) * errorProj P (E i) (c i) = errorProj P (E i) (c i) := by
  have hc : (c i : ℂ) ≠ 0 := Complex.ofReal_ne_zero.mpr (h.pos i).ne'
  constructor
  · unfold Matrix.IsHermitian
    simp [errorProj, Matrix.conjTranspose_smul, Matrix.conjTranspose_mul, h.herm.eq,
      Matrix.mul_assoc]
  · -- regroup the product around the error-correction condition
    have core : (E i * P * (E i)ᴴ) * (E i * P * (E i)ᴴ)
        = E i * (P * (E i)ᴴ * E i * P) * (E i)ᴴ := by
      simp only [Matrix.mul_assoc]
    unfold errorProj
    rw [Matrix.smul_mul, Matrix.mul_smul, core, h.same, Matrix.mul_smul, Matrix.smul_mul,
      inv_smul_smul₀ hc]

/-- The projectors of two different errors have product zero. -/
theorem OrthogonalErrors.orthogonal (h : OrthogonalErrors P E c) {i j : ι} (hij : i ≠ j) :
    errorProj P (E i) (c i) * errorProj P (E j) (c j) = 0 := by
  have core : (E i * P * (E i)ᴴ) * (E j * P * (E j)ᴴ)
      = E i * (P * (E i)ᴴ * E j * P) * (E j)ᴴ := by
    simp only [Matrix.mul_assoc]
  unfold errorProj
  rw [Matrix.smul_mul, Matrix.mul_smul, core, h.diff i j hij]
  simp

/-- Each error projector has the same trace as the code projector. -/
theorem OrthogonalErrors.trace_errorProj (h : OrthogonalErrors P E c) (i : ι) :
    (errorProj P (E i) (c i)).trace = P.trace := by
  have hc : (c i : ℂ) ≠ 0 := Complex.ofReal_ne_zero.mpr (h.pos i).ne'
  -- cyclicity of the trace
  have cyc : (P * (E i)ᴴ * E i * P).trace = (E i * P * (E i)ᴴ).trace := by
    rw [Matrix.trace_mul_comm (P * (E i)ᴴ * E i) P, ← Matrix.mul_assoc, ← Matrix.mul_assoc,
      h.idem, Matrix.trace_mul_comm (P * (E i)ᴴ) (E i), ← Matrix.mul_assoc]
  unfold errorProj
  rw [Matrix.trace_smul, ← cyc, h.same, Matrix.trace_smul, inv_smul_smul₀ hc]

variable [Fintype ι] [DecidableEq n]

/-- The dimension left over by the error spaces equals the sum of the squared moduli of
the entries of `1 - ∑ i, E i P (E i)ᴴ / c i`. -/
theorem OrthogonalErrors.defect (h : OrthogonalErrors P E c) :
    (Fintype.card n : ℝ) - Fintype.card ι * P.trace.re =
      ∑ a, ∑ b, Complex.normSq ((1 - ∑ i, errorProj P (E i) (c i)) b a) := by
  have hS : (∑ i, errorProj P (E i) (c i)) * (∑ i, errorProj P (E i) (c i))
      = ∑ i, errorProj P (E i) (c i) := by
    rw [Finset.sum_mul_sum]
    refine Finset.sum_congr rfl fun i _ => ?_
    rw [Finset.sum_eq_single i]
    · exact (h.isProjector i).2
    · intro j _ hj
      exact h.orthogonal hj.symm
    · intro hi
      exact absurd (Finset.mem_univ i) hi
  have hH : (∑ i, errorProj P (E i) (c i))ᴴ = ∑ i, errorProj P (E i) (c i) := by
    rw [Matrix.conjTranspose_sum]
    exact Finset.sum_congr rfl fun i _ => (h.isProjector i).1.eq
  have ht : (1 - ∑ i, errorProj P (E i) (c i)).trace
      = (Fintype.card n : ℂ) - Fintype.card ι * P.trace := by
    rw [Matrix.trace_sub, Matrix.trace_one, Matrix.trace_sum]
    simp [h.trace_errorProj]
  generalize (∑ i, errorProj P (E i) (c i)) = S at hS hH ht ⊢
  -- the complement is again a Hermitian idempotent
  have hA : (1 - S)ᴴ * (1 - S) = 1 - S := by
    rw [Matrix.conjTranspose_sub, Matrix.conjTranspose_one, hH, sub_mul, mul_sub, mul_sub, hS]
    simp
  have hsq : ∀ A : Matrix n n ℂ,
      (Aᴴ * A).trace.re = ∑ a, ∑ b, Complex.normSq (A b a) := by
    intro A
    simp [Matrix.trace, Matrix.mul_apply, Complex.normSq_apply]
  rw [← hsq, hA, ht]
  simp

/-- For orthogonal errors, the number of errors times the trace of the code projector is at most the
dimension of the full space. -/
theorem OrthogonalErrors.hamming_bound (h : OrthogonalErrors P E c) :
    (Fintype.card ι : ℝ) * P.trace.re ≤ Fintype.card n := by
  have h0 : 0 ≤ ∑ a, ∑ b, Complex.normSq ((1 - ∑ i, errorProj P (E i) (c i)) b a) :=
    Finset.sum_nonneg fun _ _ => Finset.sum_nonneg fun _ _ => Complex.normSq_nonneg _
  rw [← h.defect] at h0
  linarith

/-- The bound is attained exactly when the error projectors sum to the identity. -/
theorem OrthogonalErrors.perfect_iff (h : OrthogonalErrors P E c) :
    (Fintype.card ι : ℝ) * P.trace.re = Fintype.card n ↔
      ∑ i, errorProj P (E i) (c i) = 1 := by
  have hd := h.defect
  constructor
  · intro he
    rw [he, sub_self] at hd
    -- a vanishing sum of squares forces every entry to vanish
    have h1 := (Finset.sum_eq_zero_iff_of_nonneg fun _ _ =>
      Finset.sum_nonneg fun _ _ => Complex.normSq_nonneg _).1 hd.symm
    symm
    apply sub_eq_zero.1
    ext b a
    have h2 := (Finset.sum_eq_zero_iff_of_nonneg fun _ _ =>
      Complex.normSq_nonneg _).1 (h1 a (Finset.mem_univ a))
    exact Complex.normSq_eq_zero.1 (h2 b (Finset.mem_univ b))
  · intro hS
    rw [hS, sub_self] at hd
    simp only [Matrix.zero_apply, map_zero, Finset.sum_const_zero] at hd
    linarith

/-- Basis labels of three qubits. -/
abbrev Register := Bool × Bool × Bool

/-- Label `0` changes nothing; labels `1`, `2`, `3` flip the corresponding bit. -/
def flipBit : Fin 4 → Register → Register
  | 0, s => s
  | 1, s => (!s.1, s.2.1, s.2.2)
  | 2, s => (s.1, !s.2.1, s.2.2)
  | 3, s => (s.1, s.2.1, !s.2.2)

/-- The test whether all three bits agree. -/
def isCode (s : Register) : Bool := s.1 == s.2.1 && s.2.1 == s.2.2

/-- The projector onto the span of the basis states whose three bits agree. -/
def codeProj : Matrix Register Register ℂ :=
  Matrix.diagonal fun s => if isCode s = true then 1 else 0

/-- The matrix that acts on basis states by `flipBit i`. -/
def bitFlip (i : Fin 4) : Matrix Register Register ℂ :=
  Matrix.of fun s t => if s = flipBit i t then 1 else 0

/-- The three-qubit repetition code, with no flip or one bit flip as errors, satisfies the
orthogonal error conditions with all weights equal to one. -/
theorem orthogonalErrors_witness : OrthogonalErrors codeProj bitFlip (fun _ => 1) := by
  have inj : ∀ i x y, flipBit i x = flipBit i y → x = y := by decide +kernel
  have sep : ∀ i j x y, isCode x = true → isCode y = true →
      flipBit i x = flipBit j y → i = j := by decide +kernel
  have overlap : ∀ i j x y, ((bitFlip i)ᴴ * bitFlip j) x y
      = if flipBit i x = flipBit j y then 1 else 0 := by
    intro i j x y
    rw [Matrix.mul_apply, Finset.sum_eq_single (flipBit i x)]
    · simp [bitFlip]
    · intro b _ hb
      simp [bitFlip, hb]
    · simp
  have entry : ∀ i j x y, (codeProj * (bitFlip i)ᴴ * bitFlip j * codeProj) x y
      = (if isCode x = true then 1 else 0) * (if flipBit i x = flipBit j y then 1 else 0)
        * (if isCode y = true then 1 else 0) := by
    intro i j x y
    rw [Matrix.mul_assoc codeProj, codeProj, Matrix.mul_diagonal, Matrix.diagonal_mul, overlap]
  refine ⟨?_, ?_, fun _ => one_pos, ?_, ?_⟩
  · unfold Matrix.IsHermitian codeProj
    rw [Matrix.diagonal_conjTranspose]
    congr 1
    ext s
    by_cases hs : isCode s = true <;> simp [hs]
  · unfold codeProj
    rw [Matrix.diagonal_mul_diagonal]
    congr 1
    ext s
    by_cases hs : isCode s = true <;> simp [hs]
  · intro i
    ext x y
    rw [entry]
    by_cases hxy : x = y
    · subst hxy
      by_cases hx : isCode x = true <;> simp [codeProj, hx]
    · have hne : flipBit i x ≠ flipBit i y := fun hf => hxy (inj i x y hf)
      simp [codeProj, hxy, hne]
  · intro i j hij
    ext x y
    rw [entry]
    by_cases hx : isCode x = true
    · by_cases hy : isCode y = true
      · have hne : flipBit i x ≠ flipBit j y := fun hf => hij (sep i j x y hx hy hf)
        simp [hne]
      · simp [hy]
    · simp [hx]

/-- For the three-qubit repetition code the four error projectors sum to the identity. -/
theorem repetitionCode_perfect : ∑ i, errorProj codeProj (bitFlip i) 1 = 1 := by
  have ht : codeProj.trace = 2 := by
    -- exactly two basis labels have three equal bits
    have hcard : (Finset.univ.filter fun s : Register => isCode s = true).card = 2 := by
      decide +kernel
    rw [codeProj, Matrix.trace_diagonal, Finset.sum_boole]
    exact_mod_cast hcard
  refine orthogonalErrors_witness.perfect_iff.1 ?_
  rw [ht]
  norm_num [Fintype.card_prod, Fintype.card_bool]

end

end OrthogonalErrorSpaces
```

```lean
#print axioms OrthogonalErrorSpaces.OrthogonalErrors.hamming_bound
-- 'OrthogonalErrorSpaces.OrthogonalErrors.hamming_bound' depends on axioms: [propext, Classical.choice, Quot.sound]
#print axioms OrthogonalErrorSpaces.repetitionCode_perfect
-- 'OrthogonalErrorSpaces.repetitionCode_perfect' depends on axioms: [propext, Classical.choice, Quot.sound]
```

## How the proof follows the calculation

In `isProjector` and `orthogonal`, the step `core` is the regrouping of $Q_iQ_j$. The fields `same` and `diff` then replace the bracket, and `inv_smul_smul₀` cancels a weight against its inverse. In `trace_errorProj`, the step `cyc` is the chain of cyclic permutations.

The theorem `defect` states the identity for $d-m\operatorname{tr}P$. Its steps `hS` and `hH` show that $S$ is idempotent and Hermitian, and `ht` computes the trace of $1-S$. The `generalize` step then replaces the sum by a bare matrix `S` with these three properties. After that, `hA` proves $R^*R=R$, and `hsq` writes $\operatorname{tr}(A^*A)$ as a sum of squared moduli for any matrix $A$. From this identity `hamming_bound` needs only that the sum is non-negative.

For the repetition code, `orthogonalErrors_witness` reduces the hypotheses to statements about bit strings. `inj` says that each flip is injective, and `sep` says that flipped code labels coincide only for the same error; `decide +kernel` checks both over all cases. The steps `overlap` and `entry` translate them into matrix entries. Finally, `repetitionCode_perfect` finds that the code projector has trace 2 and obtains $\sum_iQ_i=1$ from `perfect_iff`, without adding up the four matrices.

## From a zero sum to a zero matrix

The equality case turns on the Mathlib lemma `Finset.sum_eq_zero_iff_of_nonneg`: a finite sum of non-negative terms is zero exactly when each term is zero. Because `defect` has a double sum, `perfect_iff` applies the lemma twice. The first application makes the inner sum vanish for each column `a`, and the second makes each squared modulus in that column vanish. `Complex.normSq_eq_zero` then turns this into a vanishing entry of $1-S$, and `ext b a` assembles the entries into the matrix equation $1=S$.
